# An atom above evenly spaced layers with inverse-fourth-power attraction: the inverse-cube law is measured from half a spacing outside the top layer

## Choosing the plane for the long-range tail

When a computed atom–surface energy curve is continued to large height by a tail $-C_3/(z-z_0)^3$, a value for $z_0$ has to be chosen. Heights $z$ are measured here from the nuclei of the top layer. For an infinitely deep solid made of identical, uniform, evenly spaced layers with additive, unretarded attraction, the choice that leaves no error of order $1/z^4$ is $z_0=d/2$, where $d$ is the layer spacing.

Let each pair of atoms contribute $-C_6/r^6$. A layer with $\sigma$ atoms per area, smeared out in its plane at distance $x$, gives

$$-C_6\,\sigma\int_0^\infty\frac{2\pi\rho\,d\rho}{(\rho^2+x^2)^3}=-\frac{\pi\sigma C_6}{2}\,\frac1{x^4}.$$

Apart from the prefactor, the layers at depths $kd$ therefore add up to

$$S(z)=\sum_{k=0}^\infty\frac1{(z+kd)^4}.$$

Smearing the layers out in depth as well, with density $1/d$ and a surface at height $s$ above the top layer, gives

$$I_s(z)=\frac1d\int_{z-s}^\infty\frac{dx}{x^4}=\frac1{3d\,(z-s)^3}.$$

This is the cubic law, with $C_3=\pi\sigma C_6/(6d)$.

## What is proved

For every $d>0$, as $z\to\infty$,

$$z^5\left(3d\,S(z)-\frac1{(z-d/2)^3}\right)\to-\frac{d^2}2,$$

and $z^4\,(S(z)-I_s(z))\to0$ exactly when $s=d/2$. There are also bounds at finite height: for $z\ge d$ and $y=z-d/2$,

$$-\frac{d^2}{2y^5}\le 3d\,S(z)-\frac1{y^3}\le-\frac{d^2}{2y^5}+\frac{25d^4}{16y^7}.$$

In Lean, `layerSum d z` is $S(z)$ and `continuumSum d s z` is $I_s(z)$, with `Ioi (z - s)` the range of integration. Positive `s` places the surface on the atom's side of the top layer. `Tendsto … atTop` is the limit of large height. Lean gives a divergent sum the value zero, so `layer_bounds` also states convergence for $z\ge d$.

The energy prefactor is left out, and the solid is infinitely deep. Applying the result to a real surface assumes that the layers are identical and evenly spaced and that their energies add, each layer acting as a uniform sheet with an $x^{-4}$ energy. This ignores lateral corrugation, relaxation of the outer layer spacings, many-body screening and retardation. It also ignores higher multipole terms such as $-C_8/r^8$, which contribute at order $1/z^5$, the same order as the correction found here.

## Summing the layers by telescoping

Put $h=d/2$ and $G(y)=1/\bigl(y(y^2+2h^2)\bigr)$. For a layer at distance $x\ge2h$,

$$G(x-h)-G(x+h)=\frac{6h(x^2+h^2)}{D},\qquad D=x^6+h^2x^4+7h^4x^2-9h^6.$$

Subtracting this from $6h/x^4$ leaves

$$\frac{6h^5(7x^2-9h^2)}{x^4D}.$$

This is non-negative. It is at most $42h^5/x^8$, because $7D-x^4(7x^2-9h^2)=16h^2x^4+49h^4x^2-63h^6\ge0$.

To sum this error, set $a=1/(x-h)$ and $b=1/(x+h)$. Then $a-b=2h/(x^2-h^2)\ge2h/x^2$ and $a\ge1/x$. Since $b^7\le b\,a^6$,

$$a^7-b^7\ge(a-b)\,a^6\ge\frac{2h}{x^8}.$$

The error per layer is thus at most $21h^4(a^7-b^7)$.

Now take $x=z+kd$. The upper end $x+h$ of one cell is the lower end of the next, so the differences telescope. With $6h=3d$ and $y=z-h$,

$$G(y)\le3d\,S(z)\le G(y)+\frac{21h^4}{y^7}.$$

Expanding,

$$G(y)=\frac1{y^3}-\frac{d^2}{2y^5}+\frac{d^4}{4y^5(y^2+d^2/2)}.$$

The last term lies between $0$ and $d^4/(4y^7)$. Since $\frac{21}{16}+\frac14=\frac{25}{16}$, the stated bounds follow. Multiplying by $z^5$ and using $z/y\to1$ gives the first limit.

For the plane, let $a$ now stand for any real displacement. Then

$$z^4\left(\frac1{(z-a)^3}-\frac1{z^3}\right)=\frac{3a-3a^2/z+a^3/z^2}{(1-a/z)^3}\to3a.$$

Applying this with $a=d/2$ and $a=s$, and using the first limit, gives $3d\,z^4(S-I_s)\to3(d/2-s)$. This vanishes only for $s=d/2$.

## The Lean file

```lean
import Mathlib

open Filter Topology Set

namespace AtomLayeredSurface

noncomputable section

/-- Sum of the inverse fourth powers of the distances from an atom at height `z` to layers at
depths `k d`, `k = 0, 1, 2, …`; the domain is `z > 0`, `d > 0`. -/
def layerSum (d z : ℝ) : ℝ := ∑' k : ℕ, 1 / (z + k * d) ^ 4

/-- The same interaction with the layers smeared out at density `1/d` over a half-space whose
surface lies at height `s` above the top layer; the domain is `z > s`, `d > 0`. -/
def continuumSum (d s z : ℝ) : ℝ := (1 / d) * ∫ x in Ioi (z - s), 1 / x ^ 4

/-- Comparison function for half-spacing `h` at distance `y`; the domain is `y ≠ 0`. -/
def comparison (h y : ℝ) : ℝ := 1 / (y * (y ^ 2 + 2 * h ^ 2))

/-- For `d > 0` and an atom outside the surface, the smeared half-space gives the inverse-cube
law in the distance to its surface. -/
theorem continuum_cube_law {d s z : ℝ} (hd : 0 < d) (hz : s < z) :
    3 * d * continuumSum d s z = 1 / (z - s) ^ 3 := by
  have hy : 0 < z - s := sub_pos.2 hz
  have e : ∫ x in Ioi (z - s), 1 / x ^ 4 = ∫ x in Ioi (z - s), x ^ (-4 : ℝ) := by
    refine MeasureTheory.setIntegral_congr_fun measurableSet_Ioi (fun x hx => ?_)
    have hx0 : 0 < x := hy.trans hx
    have h4 : x ^ (4 : ℝ) = x ^ 4 := by exact_mod_cast Real.rpow_natCast x 4
    change 1 / x ^ 4 = x ^ (-4 : ℝ)
    rw [Real.rpow_neg hx0.le, h4, one_div]
  have h3 : (z - s) ^ (3 : ℝ) = (z - s) ^ 3 := by exact_mod_cast Real.rpow_natCast (z - s) 3
  have hdd : d * (1 / d) = 1 := mul_one_div_cancel hd.ne'
  unfold continuumSum
  rw [e, integral_Ioi_rpow_of_lt (by norm_num) hy, show (-4 + 1 : ℝ) = -3 by norm_num,
    Real.rpow_neg hy.le, h3, one_div ((z - s) ^ 3)]
  generalize ((z - s) ^ 3)⁻¹ = c
  linear_combination c * hdd

/-- For a layer at distance `x ≥ 2h > 0`, `6h/x⁴` equals the difference of the comparison function
across its cell of width `2h`, up to a non-negative error of at most `42 h⁵/x⁸`. -/
theorem layer_step {h x : ℝ} (hh : 0 < h) (hx : 2 * h ≤ x) :
    comparison h (x - h) - comparison h (x + h) ≤ 6 * h * (1 / x ^ 4) ∧
    6 * h * (1 / x ^ 4) ≤
      comparison h (x - h) - comparison h (x + h) + 42 * h ^ 5 * (1 / x ^ 8) := by
  have x0 : 0 < x := by linarith
  have hm : 0 < x - h := by linarith
  have hP : 0 < (x - h) * ((x - h) ^ 2 + 2 * h ^ 2) := by positivity
  have hQ : 0 < (x + h) * ((x + h) ^ 2 + 2 * h ^ 2) := by positivity
  have hE : 0 ≤ 7 * x ^ 2 - 9 * h ^ 2 := by nlinarith
  have hD : x ^ 6 + h ^ 2 * x ^ 4 + 7 * h ^ 4 * x ^ 2 - 9 * h ^ 6 =
      ((x - h) * ((x - h) ^ 2 + 2 * h ^ 2)) * ((x + h) * ((x + h) ^ 2 + 2 * h ^ 2)) := by ring
  have hDpos : 0 < x ^ 6 + h ^ 2 * x ^ 4 + 7 * h ^ 4 * x ^ 2 - 9 * h ^ 6 := by
    rw [hD]; exact mul_pos hP hQ
  -- the difference over one cell in closed form
  have key : comparison h (x - h) - comparison h (x + h) = 6 * h * (x ^ 2 + h ^ 2) /
      (x ^ 6 + h ^ 2 * x ^ 4 + 7 * h ^ 4 * x ^ 2 - 9 * h ^ 6) := by
    unfold comparison
    rw [div_sub_div _ _ hP.ne' hQ.ne', hD]
    congr 1
    ring
  have p1 : 0 ≤ h ^ 5 * (7 * x ^ 2 - 9 * h ^ 2) := mul_nonneg (by positivity) hE
  rw [key]
  constructor
  · rw [mul_one_div, div_le_div_iff₀ hDpos (by positivity)]
    linarith
  · have p2 : 0 ≤ h ^ 9 * (7 * x ^ 2 - 9 * h ^ 2) := mul_nonneg (by positivity) hE
    have p3 : 0 ≤ h ^ 7 * x ^ 4 := by positivity
    have k1 : 6 * h * (x ^ 4 - 7 * h ^ 4) / x ^ 8 ≤ 6 * h * (x ^ 2 + h ^ 2) /
        (x ^ 6 + h ^ 2 * x ^ 4 + 7 * h ^ 4 * x ^ 2 - 9 * h ^ 6) := by
      rw [div_le_div_iff₀ (by positivity) hDpos]
      linarith
    have k2 : 6 * h * (1 / x ^ 4) =
        6 * h * (x ^ 4 - 7 * h ^ 4) / x ^ 8 + 42 * h ^ 5 * (1 / x ^ 8) := by
      rw [mul_one_div, mul_one_div, ← add_div, div_eq_div_iff (by positivity) (by positivity)]
      ring
    linarith

/-- For `0 < h < x`, the inverse seventh power drops by at least `2h/x⁸` between `x - h`
and `x + h`. -/
theorem seventh_power_step {h x : ℝ} (hh : 0 < h) (hx : h < x) :
    2 * h * (1 / x ^ 8) ≤ 1 / (x - h) ^ 7 - 1 / (x + h) ^ 7 := by
  have x0 : 0 < x := hh.trans hx
  have hm : 0 < x - h := sub_pos.2 hx
  have hp : 0 < x + h := by linarith
  have gen : ∀ a b : ℝ, 0 ≤ b → b ≤ a → (a - b) * a ^ 6 ≤ a ^ 7 - b ^ 7 := by
    intro a b hb hab
    have := mul_le_mul_of_nonneg_left (pow_le_pow_left₀ hb hab 6) hb
    linarith
  have h1 : 2 * h / x ^ 2 ≤ 1 / (x - h) - 1 / (x + h) := by
    rw [div_sub_div _ _ hm.ne' hp.ne', div_le_div_iff₀ (by positivity) (mul_pos hm hp)]
    nlinarith [pow_pos hh 3]
  have h2 : 1 / x ≤ 1 / (x - h) := one_div_le_one_div_of_le hm (by linarith)
  have h3 : 1 / (x + h) ≤ 1 / (x - h) := one_div_le_one_div_of_le hm (by linarith)
  rw [← one_div_pow (x - h), ← one_div_pow (x + h)]
  calc 2 * h * (1 / x ^ 8) = 2 * h / x ^ 2 * (1 / x) ^ 6 := by ring
    _ ≤ (1 / (x - h) - 1 / (x + h)) * (1 / (x - h)) ^ 6 :=
        mul_le_mul h1 (pow_le_pow_left₀ (by positivity) h2 6) (by positivity) (sub_nonneg.2 h3)
    _ ≤ _ := gen _ _ (by positivity) h3

/-- A series of non-negative terms lying between the steps of two sequences, the lower one
tending to zero and the upper one non-negative, converges to a value between their first terms. -/
theorem tsum_between {f L U : ℕ → ℝ} (hf : ∀ k, 0 ≤ f k)
    (hL : ∀ k, L k - L (k + 1) ≤ f k) (hU : ∀ k, f k ≤ U k - U (k + 1))
    (hL0 : Tendsto L atTop (𝓝 0)) (hU0 : ∀ k, 0 ≤ U k) :
    Summable f ∧ L 0 ≤ ∑' k, f k ∧ ∑' k, f k ≤ U 0 := by
  have up : ∀ n, ∑ i ∈ Finset.range n, f i ≤ U 0 := by
    intro n
    have h := Finset.sum_le_sum (s := Finset.range n) (fun i _ => hU i)
    rw [Finset.sum_range_sub'] at h
    linarith [hU0 n]
  have hs : Summable f := summable_of_sum_range_le hf up
  refine ⟨hs, ?_, Real.tsum_le_of_sum_range_le hf up⟩
  have lo : ∀ n, L 0 - L n ≤ ∑' k, f k := by
    intro n
    have h := Finset.sum_le_sum (s := Finset.range n) (fun i _ => hL i)
    rw [Finset.sum_range_sub'] at h
    exact h.trans (hs.sum_le_tsum _ (fun i _ => hf i))
  have t : Tendsto (fun n => L 0 - L n) atTop (𝓝 (L 0 - 0)) := tendsto_const_nhds.sub hL0
  have := le_of_tendsto' t lo
  rwa [sub_zero] at this

/-- For an atom at least one spacing `d > 0` above the top layer, the layer sum converges, and its
deviation from `1/(3d (z - d/2)³)`, multiplied by `3d`, is bounded on both sides. -/
theorem layer_bounds {d z : ℝ} (hd : 0 < d) (hz : d ≤ z) :
    Summable (fun k : ℕ => 1 / (z + k * d) ^ 4) ∧
    -(d ^ 2 / 2) * (1 / (z - d / 2) ^ 5) ≤ 3 * d * layerSum d z - 1 / (z - d / 2) ^ 3 ∧
    3 * d * layerSum d z - 1 / (z - d / 2) ^ 3 ≤
      -(d ^ 2 / 2) * (1 / (z - d / 2) ^ 5) + 25 * d ^ 4 / 16 * (1 / (z - d / 2) ^ 7) := by
  have hh : 0 < d / 2 := by linarith
  have hk : ∀ k : ℕ, 0 ≤ (k : ℝ) * d := fun k => by positivity
  have hy : ∀ k : ℕ, 0 < z + k * d - d / 2 := fun k => by linarith [hk k]
  have hs : ∀ k : ℕ, z + k * d + d / 2 = z + ((k + 1 : ℕ) : ℝ) * d - d / 2 := fun k => by
    push_cast; ring
  have hL : ∀ k : ℕ, comparison (d / 2) (z + k * d - d / 2) -
      comparison (d / 2) (z + ((k + 1 : ℕ) : ℝ) * d - d / 2) ≤
      3 * d * (1 / (z + k * d) ^ 4) := by
    intro k
    have h := (layer_step hh (x := z + k * d) (by linarith [hk k])).1
    rw [hs k] at h
    linarith
  have hU : ∀ k : ℕ, 3 * d * (1 / (z + k * d) ^ 4) ≤
      (comparison (d / 2) (z + k * d - d / 2) +
        21 * (d / 2) ^ 4 * (1 / (z + k * d - d / 2) ^ 7)) -
      (comparison (d / 2) (z + ((k + 1 : ℕ) : ℝ) * d - d / 2) +
        21 * (d / 2) ^ 4 * (1 / (z + ((k + 1 : ℕ) : ℝ) * d - d / 2) ^ 7)) := by
    intro k
    have h := (layer_step hh (x := z + k * d) (by linarith [hk k])).2
    have h7 := mul_le_mul_of_nonneg_left
      (seventh_power_step hh (x := z + k * d) (by linarith [hk k]))
      (show 0 ≤ 21 * (d / 2) ^ 4 by positivity)
    rw [hs k] at h h7
    generalize 1 / (z + ((k + 1 : ℕ) : ℝ) * d - d / 2) ^ 7 = q at *
    generalize 1 / (z + (k : ℝ) * d - d / 2) ^ 7 = p at *
    generalize 1 / (z + (k : ℝ) * d) ^ 8 = r at *
    generalize 1 / (z + (k : ℝ) * d) ^ 4 = t at *
    linarith
  have ht : Tendsto (fun k : ℕ => z + (k : ℝ) * d - d / 2) atTop atTop := by
    simpa only [sub_eq_add_neg] using tendsto_atTop_add_const_right atTop (-(d / 2))
      (tendsto_atTop_add_const_left atTop z
        ((tendsto_natCast_atTop_atTop (R := ℝ)).atTop_mul_const hd))
  have hL0 : Tendsto (fun k : ℕ => comparison (d / 2) (z + k * d - d / 2)) atTop (𝓝 0) := by
    unfold comparison
    exact tendsto_const_nhds.div_atTop (ht.atTop_mul_atTop₀
      (tendsto_atTop_add_const_right _ _ ((tendsto_pow_atTop two_ne_zero).comp ht)))
  have hU0 : ∀ k : ℕ, 0 ≤ comparison (d / 2) (z + k * d - d / 2) +
      21 * (d / 2) ^ 4 * (1 / (z + k * d - d / 2) ^ 7) := by
    intro k
    have := hy k
    unfold comparison
    positivity
  -- telescope over all layers
  obtain ⟨S, A, B⟩ := tsum_between (f := fun k : ℕ => 3 * d * (1 / (z + k * d) ^ 4))
    (L := fun k : ℕ => comparison (d / 2) (z + k * d - d / 2))
    (U := fun k : ℕ => comparison (d / 2) (z + k * d - d / 2) +
      21 * (d / 2) ^ 4 * (1 / (z + k * d - d / 2) ^ 7))
    (fun k => by have := hk k; positivity) hL hU hL0 hU0
  refine ⟨(summable_mul_left_iff (by positivity)).1 S, ?_⟩
  simp only [Nat.cast_zero, zero_mul, add_zero, tsum_mul_left] at A B
  change _ ≤ 3 * d * layerSum d z at A
  change 3 * d * layerSum d z ≤ _ at B
  have y0 : 0 < z - d / 2 := by linarith
  clear hL hU hL0 hU0 ht hs hy S
  generalize z - d / 2 = y at A B y0 ⊢
  -- expand the comparison function in inverse powers of the distance
  have e : comparison (d / 2) y = 1 / y ^ 3 - d ^ 2 / 2 * (1 / y ^ 5) +
      d ^ 4 / 4 * (1 / (y ^ 5 * (y ^ 2 + d ^ 2 / 2))) := by
    have hn : y ^ 2 + d ^ 2 / 2 ≠ 0 := by positivity
    unfold comparison
    rw [show 2 * (d / 2) ^ 2 = d ^ 2 / 2 by ring]
    field_simp
    ring
  have r0 : 0 ≤ d ^ 4 / 4 * (1 / (y ^ 5 * (y ^ 2 + d ^ 2 / 2))) := by positivity
  have r1 : d ^ 4 / 4 * (1 / (y ^ 5 * (y ^ 2 + d ^ 2 / 2))) ≤ d ^ 4 / 4 * (1 / y ^ 7) := by
    refine mul_le_mul_of_nonneg_left (one_div_le_one_div_of_le (by positivity) ?_) (by positivity)
    have : 0 ≤ y ^ 5 * (d ^ 2 / 2) := by positivity
    linarith
  constructor <;> linarith

/-- For spacing `d > 0`, `3d` times the layer sum differs from the inverse cube of the distance to
the plane half a spacing outside the top layer by `-(d²/2)/z⁵` to leading order at large height `z`.
-/
theorem layer_sum_asymptotics {d : ℝ} (hd : 0 < d) :
    Tendsto (fun z => z ^ 5 * (3 * d * layerSum d z - 1 / (z - d / 2) ^ 3)) atTop
      (𝓝 (-d ^ 2 / 2)) := by
  have hu : Tendsto (fun z : ℝ => (z - d / 2)⁻¹) atTop (𝓝 0) := by
    refine tendsto_inv_atTop_zero.comp ?_
    simpa only [sub_eq_add_neg, id] using
      tendsto_atTop_add_const_right atTop (-(d / 2)) (tendsto_id (α := ℝ))
  have c1 : Continuous fun u : ℝ => -(d ^ 2 / 2) * (1 + d / 2 * u) ^ 5 := by fun_prop
  have c2 : Continuous fun u : ℝ => -(d ^ 2 / 2) * (1 + d / 2 * u) ^ 5 +
      25 * d ^ 4 / 16 * ((1 + d / 2 * u) ^ 5 * u ^ 2) := by fun_prop
  have r : ∀ z, d ≤ z → 1 + d / 2 * (z - d / 2)⁻¹ = z * (z - d / 2)⁻¹ := by
    intro z hz
    have h0 : z - d / 2 ≠ 0 := by linarith
    linear_combination -(mul_inv_cancel₀ h0)
  refine tendsto_of_tendsto_of_tendsto_of_le_of_le'
    ((c1.tendsto' 0 (-d ^ 2 / 2) (by ring)).comp hu)
    ((c2.tendsto' 0 (-d ^ 2 / 2) (by ring)).comp hu) ?_ ?_
  · filter_upwards [eventually_ge_atTop d] with z hz
    have z0 : 0 < z := hd.trans_le hz
    have b := mul_le_mul_of_nonneg_left (layer_bounds hd hz).2.1 (pow_pos z0 5).le
    rw [one_div ((z - d / 2) ^ 5), ← inv_pow] at b
    simp only [Function.comp_apply]
    rw [r z hz]
    refine le_trans (le_of_eq ?_) b
    ring
  · filter_upwards [eventually_ge_atTop d] with z hz
    have z0 : 0 < z := hd.trans_le hz
    have b := mul_le_mul_of_nonneg_left (layer_bounds hd hz).2.2 (pow_pos z0 5).le
    rw [one_div ((z - d / 2) ^ 5), one_div ((z - d / 2) ^ 7), ← inv_pow, ← inv_pow] at b
    simp only [Function.comp_apply]
    rw [r z hz]
    refine le_trans b (le_of_eq ?_)
    ring

/-- Moving the plane of an inverse-cube law outward by `a` changes it by `3a/z⁴` to leading
order at large height `z`. -/
theorem plane_shift (a : ℝ) :
    Tendsto (fun z : ℝ => z ^ 4 * (1 / (z - a) ^ 3 - 1 / z ^ 3)) atTop (𝓝 (3 * a)) := by
  have hw : Tendsto (fun z : ℝ => z⁻¹) atTop (𝓝 0) := tendsto_inv_atTop_zero
  have n : Tendsto (fun z : ℝ => 3 * a - 3 * a ^ 2 * z⁻¹ + a ^ 3 * z⁻¹ ^ 2) atTop
      (𝓝 (3 * a)) :=
    ((by fun_prop : Continuous fun w : ℝ => 3 * a - 3 * a ^ 2 * w + a ^ 3 * w ^ 2).tendsto'
      0 (3 * a) (by ring)).comp hw
  have m : Tendsto (fun z : ℝ => (1 - a * z⁻¹) ^ 3) atTop (𝓝 1) :=
    ((by fun_prop : Continuous fun w : ℝ => (1 - a * w) ^ 3).tendsto' 0 1 (by ring)).comp hw
  have q := n.div m one_ne_zero
  rw [div_one] at q
  refine q.congr' ?_
  filter_upwards [eventually_gt_atTop 0, eventually_gt_atTop a] with z z0 za
  have hz : z ≠ 0 := z0.ne'
  have hza : z - a ≠ 0 := (sub_pos.2 za).ne'
  have e : 1 - a * z⁻¹ = (z - a) / z := by
    rw [sub_div, div_self hz, div_eq_mul_inv]
  simp only [Pi.div_apply]
  rw [e]
  field_simp
  ring

/-- For `d > 0`, the smeared half-space reproduces the layer sum with an error vanishing faster
than `1/z⁴` exactly when its surface lies half a spacing outside the top layer. -/
theorem reference_plane_iff {d : ℝ} (hd : 0 < d) (s : ℝ) :
    Tendsto (fun z => z ^ 4 * (layerSum d z - continuumSum d s z)) atTop (𝓝 0) ↔
      s = d / 2 := by
  have h1 := (layer_sum_asymptotics hd).mul (tendsto_inv_atTop_zero (𝕜 := ℝ))
  have h2 := (h1.add ((plane_shift (d / 2)).sub (plane_shift s))).const_mul (1 / (3 * d))
  have hdd : 1 / (3 * d) * (3 * d) = 1 := one_div_mul_cancel (by positivity)
  -- the leading error is proportional to the misplacement of the plane
  have L : Tendsto (fun z => z ^ 4 * (layerSum d z - continuumSum d s z)) atTop
      (𝓝 (1 / (3 * d) * (-d ^ 2 / 2 * 0 + (3 * (d / 2) - 3 * s)))) := by
    refine h2.congr' ?_
    filter_upwards [eventually_gt_atTop 0, eventually_gt_atTop s] with z z0 zs
    have hzz : z * z⁻¹ = 1 := mul_inv_cancel₀ z0.ne'
    rw [← continuum_cube_law hd zs]
    generalize 1 / (z - d / 2) ^ 3 = p
    generalize 1 / z ^ 3 = q
    generalize 1 / (3 * d) = c at *
    linear_combination c * z ^ 4 * (3 * d * layerSum d z - p) * hzz +
      z ^ 4 * (layerSum d z - continuumSum d s z) * hdd
  constructor
  · intro h
    have u := tendsto_nhds_unique h L
    have v : 3 * d * (1 / (3 * d) * (-d ^ 2 / 2 * 0 + (3 * (d / 2) - 3 * s))) = 0 := by
      rw [← u, mul_zero]
    rw [← mul_assoc, mul_comm (3 * d), hdd] at v
    linarith
  · intro hs
    have e : 1 / (3 * d) * (-d ^ 2 / 2 * 0 + (3 * (d / 2) - 3 * s)) = 0 := by
      rw [hs, mul_zero, sub_self, add_zero, mul_zero]
    rwa [e] at L

end

end AtomLayeredSurface
```

```lean
#print axioms AtomLayeredSurface.continuum_cube_law
#print axioms AtomLayeredSurface.reference_plane_iff
```

```
'AtomLayeredSurface.continuum_cube_law' depends on axioms: [propext, Classical.choice, Quot.sound]
'AtomLayeredSurface.reference_plane_iff' depends on axioms: [propext, Classical.choice, Quot.sound]
```

## From the hand derivation to the Lean proof

`continuum_cube_law` evaluates the depth integral by Mathlib's formula for real powers. In `layer_step`, `key` is the closed form with denominator $D$, and `div_le_div_iff₀` turns both inequalities into polynomial ones. `seventh_power_step` is the estimate for $a^7-b^7$; its `gen` is the inequality $a^7-b^7\ge(a-b)a^6$.

`tsum_between` does the telescoping for general sequences. The upper differences bound the partial sums, which gives convergence, and the lower ones bound the sum from below after a limit. `layer_bounds` applies it with `comparison`, which is $G$, and then expands $G$ in step `e`.

`layer_sum_asymptotics` squeezes the scaled error between two continuous functions of $u=1/(z-d/2)$, using $zu=1+du/2$. `plane_shift` is the limit $3a$. `reference_plane_iff` combines these limits; uniqueness of the limit then forces $s=d/2$, and substituting that value gives the converse.
